# For a C³ function at a spacing jump from h to ch, the three-point second derivative has an error that, divided by h, tends to (c−1)f‴(x)/3

Q: To apply the kinetic energy to a radial function $P(r)$, which is $r$ times the radial part of an orbital, on a grid, I need $P''$ at each grid point, and I take it from three neighbouring values. At some radii my step doubles. How much accuracy do I lose there?

A: Call the function $f$, the radius of the jump $x$, the left spacing $h>0$ and the right spacing $ch$, with $c>0$ fixed; yours is $c=2$. The formula takes the right slope minus the left slope, divided by half the total width. If $f$ is three times continuously differentiable at $x$, then

$$f(x+t)=f+f't+\tfrac12f''t^2+\tfrac16f'''t^3+R_3(t),\qquad R_3(t)/t^3\to0,$$

with all derivatives taken at $x$. Put $t=ch$ and $t=-h$. The two slopes are

$$\frac{f(x+ch)-f(x)}{ch}=f'+\tfrac12f''ch+\tfrac16f'''c^2h^2+\frac{R_3(ch)}{ch},$$

$$\frac{f(x)-f(x-h)}{h}=f'-\tfrac12f''h+\tfrac16f'''h^2-\frac{R_3(-h)}{h}.$$

Subtract, so that $f'$ cancels, and multiply by $2/(h(1+c))$. Since $c^2-1=(c-1)(c+1)$, the result is $f''+\frac{c-1}{3}f'''h$ plus remainders. Subtracting $f''$ and dividing by $h$ gives

$$\frac{\text{error}}{h}=\frac{c-1}{3}f'''+\frac{2}{1+c}\left[c^2\frac{R_3(ch)}{(ch)^3}-\frac{R_3(-h)}{(-h)^3}\right].$$

The bracket tends to zero. At your doubling the error is therefore first order in $h$ unless $f'''(x)=0$.

Q: Is that the formula in the Lean file, or a tidier relative of it?

A: It is the same formula, with left spacing `a` and right spacing `b`. Only the name may mislead: "second difference" often means the undivided $f(x+h)-2f(x)+f(x-h)$, whereas `secondDifference` already approximates $f''$.

```lean
import Mathlib

open Filter Topology

namespace NonuniformSecondDerivative

noncomputable section

/-- The three-point second derivative at `x` with left spacing `a` and right spacing `b`:
the right slope minus the left slope, divided by half the total width.
Its domain is `a`, `b` and `a + b` all nonzero. -/
def secondDifference (f : ℝ → ℝ) (x a b : ℝ) : ℝ :=
  2 * ((f (x + b) - f x) / b - (f x - f (x - a)) / a) / (a + b)
```

The remainder $R_n(t)$ is `taylorRemainder f x n t`, and `iteratedDeriv k f x` is the ordinary $k$-th derivative at $x$.

```lean
/-- What is left of `f (x + t)` after subtracting its Taylor polynomial of degree `n`
about `x`. -/
def taylorRemainder (f : ℝ → ℝ) (x : ℝ) (n : ℕ) (t : ℝ) : ℝ :=
  f (x + t) - ∑ k ∈ Finset.range (n + 1),
    iteratedDeriv k f x / (k.factorial : ℝ) * t ^ k
```

Q: Can I see the first-order term without any limit?

A: Yes, for a cubic $k_0+k_1t+k_2t^2+k_3t^3$, where $t$ is for the moment the position itself and not the displacement from $x$. Its third derivative is $6k_3$ everywhere and it has no remainder beyond third order, so the error is exactly $(b-a)/3$ times $6k_3$ for any positive spacings. The proof clears the denominators and compares polynomials.

```lean
/-- For a cubic polynomial and any positive spacings `a`, `b`, the three-point formula gives
the second derivative `2 k₂ + 6 k₃ x` plus exactly `(b - a) / 3` times the third
derivative `6 k₃`. -/
theorem secondDifference_cubic (k₀ k₁ k₂ k₃ x : ℝ) {a b : ℝ} (ha : 0 < a) (hb : 0 < b) :
    secondDifference (fun t => k₀ + k₁ * t + k₂ * t ^ 2 + k₃ * t ^ 3) x a b
      = (2 * k₂ + 6 * k₃ * x) + (b - a) / 3 * (6 * k₃) := by
  have hab : a + b ≠ 0 := by positivity
  have ha' := ha.ne'
  have hb' := hb.ne'
  unfold secondDifference
  field_simp
  ring
```

Q: My orbital isn't a cubic. Where does the smallness of the remainder come from?

A: From Taylor's theorem in its little-o form. `ContDiffAt ℝ n f x` asks for $n$ continuous derivatives at $x$, which for finite $n$ gives them on a small ball around $x$. Mathlib's theorem applies on that ball, where derivatives taken within the ball agree with the ordinary ones. The proof then shifts the origin to $x$, so that the variable is the displacement $t$. Nothing is required of $f$ far from the jump, so its behaviour at the nucleus doesn't enter when $x>0$.

```lean
/-- If `f` is `n` times continuously differentiable at `x`, its Taylor remainder of degree `n`
vanishes faster than `t ^ n` as the displacement `t` tends to zero. -/
theorem taylorRemainder_tendsto {f : ℝ → ℝ} {x : ℝ} {n : ℕ} (hf : ContDiffAt ℝ n f x) :
    Tendsto (fun t => taylorRemainder f x n t / t ^ n) (𝓝[≠] 0) (𝓝 0) := by
  -- smoothness at `x` extends to a small ball, where Taylor's theorem applies
  obtain ⟨ε, hε, hball⟩ := Metric.eventually_nhds_iff_ball.1 (hf.eventually (by simp))
  have hx : x ∈ Metric.ball x ε := Metric.mem_ball_self hε
  have hon : ContDiffOn ℝ n f (Metric.ball x ε) :=
    fun y hy => (hball y hy).contDiffWithinAt
  have ho := taylor_isLittleO (convex_ball x ε) hx hon
  rw [Metric.isOpen_ball.nhdsWithin_eq hx] at ho
  -- shift the origin to `x`
  have hs : Tendsto (fun t : ℝ => x + t) (𝓝 0) (𝓝 x) := by
    have hcont : Continuous (fun t : ℝ => x + t) := by fun_prop
    simpa using hcont.tendsto 0
  have h1 := (ho.comp_tendsto hs).tendsto_div_nhds_zero
  refine (h1.mono_left nhdsWithin_le_nhds).congr (fun t => ?_)
  simp only [Function.comp_apply, taylor_within_apply, taylorRemainder,
    add_sub_cancel_left, smul_eq_mul]
  congr 2
  refine Finset.sum_congr rfl fun k _ => ?_
  rw [iteratedDerivWithin_of_isOpen Metric.isOpen_ball hx]
  ring
```

The next lemma allows the substitutions $t=ch$ and $t=-h$: both displacements tend to zero without being zero.

```lean
/-- A nonzero multiple of a positive step tends to zero through nonzero values as the step
tends to zero. -/
theorem tendsto_scale {k : ℝ} (hk : k ≠ 0) :
    Tendsto (fun h : ℝ => k * h) (𝓝[>] 0) (𝓝[≠] 0) := by
  refine tendsto_nhdsWithin_iff.2 ⟨?_, ?_⟩
  · have hcont : Continuous (fun h : ℝ => k * h) := by fun_prop
    have h0 : Tendsto (fun h : ℝ => k * h) (𝓝 0) (𝓝 0) := by
      simpa using hcont.tendsto 0
    exact h0.mono_left nhdsWithin_le_nhds
  · filter_upwards [self_mem_nhdsWithin] with h hh
    exact mul_ne_zero hk (ne_of_gt hh)
```

Q: And the main statement? I want to know what is held fixed while $h$ shrinks.

A: The point $x$ and the ratio $c$. The symbol `𝓝[>] 0` means that $h$ tends to zero through positive values, and `Tendsto` says that error$/h$ then approaches $(c-1)f'''(x)/3$. This describes a grid refined with its jump left in place. It doesn't describe a smoothly graded grid, whose neighbouring spacings approach ratio 1 under refinement.

In the proof, `hp` and `hm` are the two scaled remainders, and `L` is the limit of the right-hand side of my last formula. The expansion `e` is inserted at both neighbours, the remainders are renamed `u` and `v` as plain numbers, and `field_simp` with `ring` confirms that the two sides agree for every $h>0$.

```lean
/-- Let `f` be three times continuously differentiable at `x` and let the spacing jump from
`h` to `c h` there, with `c > 0` fixed. The error of the three-point second derivative,
divided by `h`, tends to `(c - 1) / 3` times the third derivative as `h` tends to zero. -/
theorem spacing_jump_error {f : ℝ → ℝ} {x c : ℝ} (hf : ContDiffAt ℝ 3 f x) (hc : 0 < c) :
    Tendsto (fun h => (secondDifference f x h (c * h) - iteratedDeriv 2 f x) / h)
      (𝓝[>] 0) (𝓝 ((c - 1) / 3 * iteratedDeriv 3 f x)) := by
  have hR := taylorRemainder_tendsto (n := 3) (by exact_mod_cast hf)
  have hp : Tendsto (fun h => taylorRemainder f x 3 (c * h) / (c * h) ^ 3)
      (𝓝[>] 0) (𝓝 0) := hR.comp (tendsto_scale hc.ne')
  have hm : Tendsto (fun h => taylorRemainder f x 3 (-1 * h) / (-1 * h) ^ 3)
      (𝓝[>] 0) (𝓝 0) := hR.comp (tendsto_scale (by norm_num))
  have L := (((hp.const_mul (c ^ 2)).sub hm).const_mul (2 / (1 + c))).const_add
    ((c - 1) / 3 * iteratedDeriv 3 f x)
  simp only [mul_zero, sub_zero, add_zero] at L
  refine L.congr' ?_
  filter_upwards [self_mem_nhdsWithin] with h hh
  have h0 : h ≠ 0 := ne_of_gt hh
  have hc0 : c ≠ 0 := hc.ne'
  have hc1 : 1 + c ≠ 0 := by positivity
  -- third-order expansion of `f` about the central point
  have e : ∀ t, f (x + t) = f x + iteratedDeriv 1 f x * t + iteratedDeriv 2 f x / 2 * t ^ 2
      + iteratedDeriv 3 f x / 6 * t ^ 3 + taylorRemainder f x 3 t := by
    intro t
    simp only [taylorRemainder, Finset.sum_range_succ, Finset.sum_range_zero,
      iteratedDeriv_zero, Nat.factorial]
    push_cast
    ring
  unfold secondDifference
  rw [show x - h = x + -1 * h by ring, e (c * h), e (-1 * h),
    show h + c * h = h * (1 + c) by ring]
  generalize taylorRemainder f x 3 (c * h) = u
  generalize taylorRemainder f x 3 (-1 * h) = v
  rw [show (-1 * h) ^ 3 = -h ^ 3 by ring]
  field_simp
  ring
```

Q: Could the first-order term disappear for some other special ratio?

A: No. A limit is unique, so error$/h$ tends to zero exactly when $(c-1)f'''(x)/3=0$, which means $c=1$ or $f'''(x)=0$. The proof uses `tendsto_nhds_unique` in one direction and puts the zero into the known limit in the other.

```lean
/-- For `f` three times continuously differentiable at `x` and a fixed spacing ratio `c > 0`,
the error of the three-point second derivative vanishes faster than `h` exactly when the
spacings are equal or the third derivative at `x` is zero. -/
theorem error_beats_first_order_iff {f : ℝ → ℝ} {x c : ℝ} (hf : ContDiffAt ℝ 3 f x)
    (hc : 0 < c) :
    Tendsto (fun h => (secondDifference f x h (c * h) - iteratedDeriv 2 f x) / h)
      (𝓝[>] 0) (𝓝 0) ↔ c = 1 ∨ iteratedDeriv 3 f x = 0 := by
  have L := spacing_jump_error hf hc
  constructor
  · intro hz
    rcases mul_eq_zero.1 (tendsto_nhds_unique L hz) with h | h
    · left
      linarith
    · exact Or.inr h
  · intro h
    have e : (c - 1) / 3 * iteratedDeriv 3 f x = 0 := by
      rcases h with h | h
      · rw [h]
        ring
      · rw [h, mul_zero]
    rwa [e] at L
```

Q: You've shown first order at a jump. To say that I lost an order, you need the uniform grid as well.

A: That takes one more derivative. Let $f$ be four times continuously differentiable at $x$ and set both spacings to $h$. With $R_4$ the remainder after the fourth-order term, the slopes are

$$\frac{f(x+h)-f(x)}{h}=f'+\tfrac12f''h+\tfrac16f'''h^2+\tfrac1{24}f''''h^3+\frac{R_4(h)}{h},$$

$$\frac{f(x)-f(x-h)}{h}=f'-\tfrac12f''h+\tfrac16f'''h^2-\tfrac1{24}f''''h^3-\frac{R_4(-h)}{h}.$$

In the difference the $f'''$ terms cancel. Dividing by $h$, subtracting $f''$ and dividing by $h^2$ leaves

$$\frac{\text{error}}{h^2}=\frac{f''''}{12}+\frac{R_4(h)}{h^4}+\frac{R_4(-h)}{(-h)^4}\to\frac{f''''}{12}.$$

So equal spacings give an error of order $h^2$, or smaller if $f''''(x)=0$, and a jump with $c\ne1$ and $f'''(x)\ne0$ gives order $h$. The Lean proof follows the same pattern as before, with the fourth-order expansion in `e`.

```lean
/-- For `f` four times continuously differentiable at `x` and equal spacings `h`, the error of
the three-point second derivative, divided by `h ^ 2`, tends to one twelfth of the fourth
derivative as `h` tends to zero. -/
theorem equal_spacing_error {f : ℝ → ℝ} {x : ℝ} (hf : ContDiffAt ℝ 4 f x) :
    Tendsto (fun h => (secondDifference f x h h - iteratedDeriv 2 f x) / h ^ 2)
      (𝓝[>] 0) (𝓝 (iteratedDeriv 4 f x / 12)) := by
  have hR := taylorRemainder_tendsto (n := 4) (by exact_mod_cast hf)
  have hp : Tendsto (fun h => taylorRemainder f x 4 (1 * h) / (1 * h) ^ 4)
      (𝓝[>] 0) (𝓝 0) := hR.comp (tendsto_scale one_ne_zero)
  have hm : Tendsto (fun h => taylorRemainder f x 4 (-1 * h) / (-1 * h) ^ 4)
      (𝓝[>] 0) (𝓝 0) := hR.comp (tendsto_scale (by norm_num))
  have L := (hp.add hm).const_add (iteratedDeriv 4 f x / 12)
  simp only [add_zero] at L
  refine L.congr' ?_
  filter_upwards [self_mem_nhdsWithin] with h hh
  have h0 : h ≠ 0 := ne_of_gt hh
  -- fourth-order expansion; the cubic terms cancel between the two neighbours
  have e : ∀ t, f (x + t) = f x + iteratedDeriv 1 f x * t + iteratedDeriv 2 f x / 2 * t ^ 2
      + iteratedDeriv 3 f x / 6 * t ^ 3 + iteratedDeriv 4 f x / 24 * t ^ 4
      + taylorRemainder f x 4 t := by
    intro t
    simp only [taylorRemainder, Finset.sum_range_succ, Finset.sum_range_zero,
      iteratedDeriv_zero, Nat.factorial]
    push_cast
    ring
  unfold secondDifference
  rw [show x - h = x + -1 * h by ring, e h, e (-1 * h), show h + h = 2 * h by ring,
    one_mul]
  generalize taylorRemainder f x 4 h = u
  generalize taylorRemainder f x 4 (-1 * h) = v
  rw [show (-1 * h) ^ 4 = h ^ 4 by ring]
  field_simp
  ring

end

end NonuniformSecondDerivative
```

Q: Then my orbital energies are only first-order accurate too?

A: That doesn't follow. The theorems concern the formula applied at one point to exact values of a given function. Your solver finds approximate values at all points together, and how a local error at a few radii passes into an eigenvalue needs a separate analysis of the whole discretised equation. For electronic structure, the result gives the leading local error in $P''$ at a fixed jump, for one sufficiently smooth radial function. In atomic units the kinetic term contains $-\tfrac12P''$, so its error is $-\tfrac12$ times that.

```lean
#print axioms NonuniformSecondDerivative.secondDifference_cubic
#print axioms NonuniformSecondDerivative.spacing_jump_error
#print axioms NonuniformSecondDerivative.error_beats_first_order_iff
#print axioms NonuniformSecondDerivative.equal_spacing_error
```

```
'NonuniformSecondDerivative.secondDifference_cubic' depends on axioms: [propext, Classical.choice, Quot.sound]
'NonuniformSecondDerivative.spacing_jump_error' depends on axioms: [propext, Classical.choice, Quot.sound]
'NonuniformSecondDerivative.error_beats_first_order_iff' depends on axioms: [propext, Classical.choice, Quot.sound]
'NonuniformSecondDerivative.equal_spacing_error' depends on axioms: [propext, Classical.choice, Quot.sound]
```
